# The Bloch equation has exactly one formal power-series solution when no model energy equals an outer energy

To fold a large outer space into a small model-space matrix, a perturbation code can build a source matrix from the orders already computed, divide each element by a difference of zeroth-order energies, and store the result as the next order. If no such difference is zero, this procedure produces the only formal series that solves the underlying equation.

## The equation and its solution

Let $a_i$ be the zeroth-order energies of the model states and $d_k$ those of the outer states. The perturbation has complex blocks $V_{11}, V_{12}, V_{21}, V_{22}$, where 1 denotes the model space and 2 the outer space, and $t$ is the coupling strength. The unknown is a matrix $X=\sum_{s\ge 0}t^sX_s$ from the model space to the outer space, which satisfies the Bloch equation

$$tV_{21}+(\mathrm{diag}(d)+tV_{22})X = X H_{\rm eff},\qquad H_{\rm eff}=\mathrm{diag}(a)+tV_{11}+tV_{12}X .$$

If $a_i\neq d_k$ for all $i,k$, exactly one $X$ solves it. Its low orders are

$$X_0=0,\qquad X_1(k,i)=\frac{V_{21}(k,i)}{a_i-d_k}.$$

The condition $X_0=0$ follows from the equation and need not be imposed. Model energies may coincide with one another, since only differences between the two spaces appear as denominators.

## What an order-by-order code can rely on

For a finite basis and a perturbation linear in $t$, this is the recursion behind the Bloch form of quasi-degenerate perturbation theory, one of several forms used in electronic structure. Uniqueness means that two correct implementations with the same model space, zeroth-order energies and perturbation blocks must agree on every $X_s$, up to rounding. It also means that the recursion leaves no free constant to choose at any order.

The second-order effective Hamiltonian is

$$(H_{\rm eff})_2(i,j)=\sum_k\frac{V_{12}(i,k)\,V_{21}(k,j)}{a_j-d_k}.$$

The denominator contains the column energy $a_j$, so this matrix need not be Hermitian even when the full Hamiltonian is. A routine that stores only one triangle can therefore lose information.

## Comparing powers of the coupling

In element $(k,i)$, the diagonal terms give $d_kX(k,i)$ on the left and $X(k,i)a_i$ on the right. Collecting them turns the Bloch equation into

$$(a_i-d_k)X(k,i)=t\,R(k,i),\qquad R=V_{21}+V_{22}X-XV_{11}-XV_{12}X .$$

The right-hand side has no term of order $t^0$, so $(a_i-d_k)X_0(k,i)=0$. At order $t^{s+1}$,

$$(a_i-d_k)X_{s+1}(k,i)=\Big[\delta_{s0}V_{21}+V_{22}X_s-X_sV_{11}-\sum_{p=0}^{s}X_pV_{12}X_{s-p}\Big](k,i).$$

Nonzero denominators force $X_0=0$. At $s=0$ only $V_{21}$ then survives in the bracket, which gives $X_1$. Each later order is determined by its predecessors, so two solutions agree at every order. Conversely, computing the orders in this way and summing them gives a series that satisfies all the coefficient equations, and hence the Bloch equation.

For the effective Hamiltonian, the $t^2$ term comes only from $tV_{12}X$ and equals $V_{12}X_1$, which is the sum above.

The Bloch equation also expresses invariance. Applying the full Hamiltonian $H(t)$ to the stacked matrix with blocks $1$ and $X$ gives $H_{\rm eff}$ in the upper block and the left side of the Bloch equation in the lower one. Therefore

$$H(t)\begin{pmatrix}1\\X\end{pmatrix}=\begin{pmatrix}1\\X\end{pmatrix}H_{\rm eff}$$

holds exactly when $X$ solves the Bloch equation.

### Two model states and one outer state

Take $a=(0,1)$, $d=3$, $V_{11}=0$, $V_{22}=0$, $V_{21}=(1,2)$ and $V_{12}=V_{21}^{T}$. The denominators are $-3$ and $-2$, so

$$X_1=\left(-\tfrac13,\,-1\right),\qquad (H_{\rm eff})_2=V_{12}X_1=\begin{pmatrix}-\tfrac13&-1\\-\tfrac23&-2\end{pmatrix}.$$

The off-diagonal elements differ, as the column denominators suggest. Next, $X_2=0$. At third order the source is $-X_1V_{12}X_1=\tfrac73X_1=(-\tfrac79,-\tfrac73)$, and division gives $X_3=(\tfrac7{27},\tfrac76)$. This is the first order at which the quadratic term contributes.

## Power-series matrices in Lean

`Model m n` holds the energies and the four blocks; the finite types `m` and `n` label model and outer states. Matrix entries lie in `PowerSeries ℂ`, `τ` is the formal variable $t$, `const` embeds a $t$-independent matrix, and `order s X` is $X_s$. The predicate `S.IsWaveOperator X` is the Bloch equation, and `S.effective X` is $H_{\rm eff}$. In `existsUnique_waveOperator`, `∃!` ranges over all power-series matrices, including those with nonzero zeroth order.

The lemma `isWaveOperator_iff` carries out the comparison of powers. Inside it, `e` collects the diagonal terms and `key` identifies the coefficients of $R$ with `source`, using `order_mul` for the product of two series. `low_orders` cancels the nonzero denominators. The main theorem then assembles a solution from `coeffs` and proves uniqueness by strong induction. `isWaveOperator_iff_invariant` compares the two row blocks, and `effective_second_order` extracts the $t^2$ coefficient.

The proof turns on how `coeffs` refers to its own earlier values. `source` expects an entire sequence of matrices, but a recursive definition may call itself only at smaller orders. The definition therefore passes a sequence that is set to zero beyond order `s`; the test `_h : r ≤ s` supplies the inequality needed for termination. `source_congr` shows that the cutoff has no effect, because the source reads only orders up to `s`. The same lemma gives uniqueness: two solutions that agree up to order `s` have equal sources, and hence equal next orders.

```lean
import Mathlib

open Matrix

namespace QuasiDegenerateSeries

noncomputable section

/-- Zeroth-order energies `a` of the model space and `d` of the outer space, with the four
blocks of the perturbation. -/
structure Model (m n : Type*) where
  a : m → ℂ
  d : n → ℂ
  V11 : Matrix m m ℂ
  V12 : Matrix m n ℂ
  V21 : Matrix n m ℂ
  V22 : Matrix n n ℂ

/-- The formal coupling strength. -/
local notation "τ" => (PowerSeries.X : PowerSeries ℂ)

/-- A complex matrix regarded as a power series independent of the coupling strength. -/
def const {p q : Type*} (A : Matrix p q ℂ) : Matrix p q (PowerSeries ℂ) :=
  Matrix.of fun i j => PowerSeries.C (A i j)

/-- The coefficient matrix of order `s` in the coupling strength. -/
def order {p q : Type*} (s : ℕ) (Y : Matrix p q (PowerSeries ℂ)) : Matrix p q ℂ :=
  Matrix.of fun i j => PowerSeries.coeff s (Y i j)

variable {m n : Type*} [Fintype m] [Fintype n] [DecidableEq m] [DecidableEq n]

/-- The Hamiltonian: diagonal zeroth-order energies plus the coupling strength times the
perturbation. -/
def Model.hamiltonian (S : Model m n) : Matrix (m ⊕ n) (m ⊕ n) (PowerSeries ℂ) :=
  fromBlocks (diagonal (fun i => PowerSeries.C (S.a i)) + τ • const S.V11) (τ • const S.V12)
    (τ • const S.V21) (diagonal (fun k => PowerSeries.C (S.d k)) + τ • const S.V22)

/-- The effective Hamiltonian on the model space belonging to `X`. -/
def Model.effective (S : Model m n) (X : Matrix n m (PowerSeries ℂ)) :
    Matrix m m (PowerSeries ℂ) :=
  diagonal (fun i => PowerSeries.C (S.a i)) + τ • const S.V11 + (τ • const S.V12) * X

/-- The Bloch equation for the series `X` from the model space to the outer space. -/
def Model.IsWaveOperator (S : Model m n) (X : Matrix n m (PowerSeries ℂ)) : Prop :=
  τ • const S.V21 + (diagonal (fun k => PowerSeries.C (S.d k)) + τ • const S.V22) * X
    = X * S.effective X

omit [DecidableEq m] [DecidableEq n] in
/-- The source term that the orders up to `s` feed into order `s + 1`. -/
def Model.source (S : Model m n) (x : ℕ → Matrix n m ℂ) (s : ℕ) : Matrix n m ℂ :=
  (if s = 0 then S.V21 else 0) + S.V22 * x s - x s * S.V11
    - ∑ p : Fin (s + 1), x p * S.V12 * x (s - p)

/-- The orders of the wave operator computed recursively, for energies with `a i ≠ d k`. -/
def Model.coeffs (S : Model m n) : ℕ → Matrix n m ℂ
  | 0 => 0
  | s + 1 => Matrix.of fun k i =>
      S.source (fun r => if _h : r ≤ s then Model.coeffs S r else 0) s k i / (S.a i - S.d k)
termination_by s => s
decreasing_by all_goals omega

omit [DecidableEq m] [DecidableEq n] in
/-- The source term at order `s` depends only on the orders up to `s`. -/
theorem source_congr (S : Model m n) {x y : ℕ → Matrix n m ℂ} (s : ℕ)
    (h : ∀ r, r ≤ s → x r = y r) : S.source x s = S.source y s := by
  simp only [Model.source, h s le_rfl]
  congr 1
  refine Finset.sum_congr rfl fun p _ => ?_
  rw [h p (by omega), h (s - p) (by omega)]

/-- The order `s` of a product collects all pairs of orders adding up to `s`. -/
theorem order_mul {p q r : Type*} [Fintype q] (s : ℕ) (Y : Matrix p q (PowerSeries ℂ))
    (Z : Matrix q r (PowerSeries ℂ)) :
    order s (Y * Z) = ∑ l : Fin (s + 1), order l Y * order (s - l) Z := by
  refine Matrix.ext fun k i => ?_
  simp only [order, Matrix.of_apply, Matrix.mul_apply, map_sum, PowerSeries.coeff_mul,
    Matrix.sum_apply]
  symm
  rw [Finset.sum_comm]
  refine Finset.sum_congr rfl fun j _ => ?_
  symm
  rw [Finset.Nat.sum_antidiagonal_eq_sum_range_succ
    (fun u v => PowerSeries.coeff u (Y k j) * PowerSeries.coeff v (Z j i)), Finset.sum_range]

/-- Multiplication by a constant matrix on the right acts on each order separately. -/
theorem order_mul_const {p q r : Type*} [Fintype q] (s : ℕ) (Y : Matrix p q (PowerSeries ℂ))
    (A : Matrix q r ℂ) : order s (Y * const A) = order s Y * A := by
  refine Matrix.ext fun k i => ?_
  simp [order, const, Matrix.mul_apply, PowerSeries.coeff_mul_C]

/-- The Bloch equation is equivalent to its order-by-order recursion. -/
theorem isWaveOperator_iff (S : Model m n) (X : Matrix n m (PowerSeries ℂ)) :
    S.IsWaveOperator X ↔ ∀ k i, (S.a i - S.d k) * order 0 X k i = 0 ∧
      ∀ s, (S.a i - S.d k) * order (s + 1) X k i = S.source (fun r => order r X) s k i := by
  -- all terms containing the perturbation, with one factor of the coupling removed
  let R := const S.V21 + const S.V22 * X - X * const S.V11 - X * const S.V12 * X
  have key : ∀ s k i, PowerSeries.coeff s (R k i) = S.source (fun r => order r X) s k i := by
    intro s k i
    have h0 : PowerSeries.coeff s (const S.V21 k i) = (if s = 0 then S.V21 else 0) k i := by
      by_cases hs : s = 0 <;> simp [const, PowerSeries.coeff_C, hs]
    have h1 : PowerSeries.coeff s ((const S.V22 * X) k i) = (S.V22 * order s X) k i := by
      simp [order, const, Matrix.mul_apply, PowerSeries.coeff_C_mul]
    have h2 : PowerSeries.coeff s ((X * const S.V11) k i) = (order s X * S.V11) k i :=
      congrFun (congrFun (order_mul_const s X S.V11) k) i
    have h3 : PowerSeries.coeff s ((X * const S.V12 * X) k i)
        = (∑ p : Fin (s + 1), order p X * S.V12 * order (s - p) X) k i := by
      have h := order_mul s (X * const S.V12) X
      simp only [order_mul_const] at h
      exact congrFun (congrFun h k) i
    simp only [R, Model.source, Matrix.add_apply, Matrix.sub_apply, map_add, map_sub,
      h0, h1, h2, h3]
  have e : ∀ k i, (τ • const S.V21 +
      (diagonal (fun k => PowerSeries.C (S.d k)) + τ • const S.V22) * X) k i
      - (X * S.effective X) k i
      = τ * R k i - (PowerSeries.C (S.a i) - PowerSeries.C (S.d k)) * X k i := by
    intro k i
    simp only [R, Model.effective, Matrix.add_mul, Matrix.mul_add, Matrix.smul_mul,
      Matrix.mul_smul, ← Matrix.mul_assoc, Matrix.add_apply, Matrix.sub_apply,
      Matrix.smul_apply, smul_eq_mul, Matrix.diagonal_mul, Matrix.mul_diagonal]
    ring
  have c : ∀ s k i, PowerSeries.coeff s
      ((PowerSeries.C (S.a i) - PowerSeries.C (S.d k)) * X k i)
      = (S.a i - S.d k) * PowerSeries.coeff s (X k i) := by
    intro s k i
    rw [← map_sub, PowerSeries.coeff_C_mul]
  unfold Model.IsWaveOperator
  constructor
  · intro h k i
    have h' : (PowerSeries.C (S.a i) - PowerSeries.C (S.d k)) * X k i = τ * R k i := by
      have h2 := e k i
      rw [h, sub_self] at h2
      linear_combination h2
    refine ⟨?_, fun s => ?_⟩
    · change (S.a i - S.d k) * PowerSeries.coeff 0 (X k i) = 0
      rw [← c, h', PowerSeries.coeff_zero_X_mul]
    · change (S.a i - S.d k) * PowerSeries.coeff (s + 1) (X k i) = _
      rw [← c, h', PowerSeries.coeff_succ_X_mul, key]
  · intro h
    refine Matrix.ext fun k i => ?_
    have h' : (PowerSeries.C (S.a i) - PowerSeries.C (S.d k)) * X k i = τ * R k i := by
      refine PowerSeries.ext fun s => ?_
      cases s with
      | zero =>
        rw [c, PowerSeries.coeff_zero_X_mul]
        exact (h k i).1
      | succ s =>
        rw [c, PowerSeries.coeff_succ_X_mul, key]
        exact (h k i).2 s
    linear_combination e k i - h'

/-- Without degeneracy between the two spaces, a solution of the Bloch equation has no zeroth
order, and its first order is the coupling divided by the energy difference. -/
theorem low_orders (S : Model m n) (h : ∀ i k, S.a i ≠ S.d k)
    {X : Matrix n m (PowerSeries ℂ)} (hX : S.IsWaveOperator X) :
    order 0 X = 0 ∧ ∀ k i, order 1 X k i = S.V21 k i / (S.a i - S.d k) := by
  have hr := (isWaveOperator_iff S X).mp hX
  have h0 : order 0 X = 0 := Matrix.ext fun k i =>
    (mul_eq_zero.mp (hr k i).1).resolve_left (sub_ne_zero.mpr (h i k))
  refine ⟨h0, fun k i => ?_⟩
  have h1 := (hr k i).2 0
  simp [Model.source, h0] at h1
  rw [eq_div_iff (sub_ne_zero.mpr (h i k))]
  linear_combination h1

/-- If no model energy equals an outer energy, the Bloch equation has exactly one power series
solution; its zeroth order vanishes and its first order is `V21 k i / (a i - d k)`. -/
theorem existsUnique_waveOperator (S : Model m n) (h : ∀ i k, S.a i ≠ S.d k) :
    (∃! X, S.IsWaveOperator X) ∧ ∀ X, S.IsWaveOperator X →
      order 0 X = 0 ∧ ∀ k i, order 1 X k i = S.V21 k i / (S.a i - S.d k) := by
  refine ⟨?_, fun X hX => low_orders S h hX⟩
  refine existsUnique_of_exists_of_unique ?_ ?_
  · -- existence: sum up the recursively computed orders
    let X : Matrix n m (PowerSeries ℂ) :=
      Matrix.of fun k i => PowerSeries.mk fun s => S.coeffs s k i
    have hf : (fun r => order r X) = S.coeffs :=
      funext fun r => Matrix.ext fun k i => by simp [order, X]
    refine ⟨X, (isWaveOperator_iff S X).mpr fun k i => ⟨?_, fun s => ?_⟩⟩
    · rw [show order 0 X = S.coeffs 0 from congrFun hf 0, Model.coeffs]
      simp
    · have hs : S.coeffs (s + 1) k i = S.source S.coeffs s k i / (S.a i - S.d k) := by
        rw [Model.coeffs, Matrix.of_apply,
          source_congr S (y := S.coeffs) s (fun r hr => by simp [hr])]
      rw [hf, show order (s + 1) X = S.coeffs (s + 1) from congrFun hf (s + 1), hs]
      exact mul_div_cancel₀ _ (sub_ne_zero.mpr (h i k))
  · -- uniqueness: each order is fixed by the preceding ones
    intro X Y hX hY
    have hall : ∀ s, order s X = order s Y := by
      intro s
      induction s using Nat.strong_induction_on with
      | _ s ih =>
        cases s with
        | zero => rw [(low_orders S h hX).1, (low_orders S h hY).1]
        | succ s =>
          refine Matrix.ext fun k i => mul_left_cancel₀ (sub_ne_zero.mpr (h i k)) ?_
          rw [((isWaveOperator_iff S X).mp hX k i).2 s,
            ((isWaveOperator_iff S Y).mp hY k i).2 s,
            source_congr S (y := fun r => order r Y) s (fun r hr => ih r (by omega))]
    exact Matrix.ext fun k i => PowerSeries.ext fun s => congrFun (congrFun (hall s) k) i

/-- The Bloch equation holds exactly when the Hamiltonian acts on the columns of `(1, X)` as
the effective Hamiltonian. -/
theorem isWaveOperator_iff_invariant (S : Model m n) (X : Matrix n m (PowerSeries ℂ)) :
    S.IsWaveOperator X ↔
      S.hamiltonian * fromRows (1 : Matrix m m (PowerSeries ℂ)) X
        = fromRows (1 : Matrix m m (PowerSeries ℂ)) X * S.effective X := by
  rw [Model.hamiltonian, fromBlocks_mul_fromRows, fromRows_mul, fromRows_inj.eq_iff]
  simp only [Matrix.mul_one, Matrix.one_mul, Model.IsWaveOperator, Model.effective, true_and]

/-- Without degeneracy between the two spaces, the effective Hamiltonian of a solution `X` of the
Bloch equation has the second-order elements `∑ k, V12 i k * V21 k j / (a j - d k)`. -/
theorem effective_second_order (S : Model m n) (h : ∀ i k, S.a i ≠ S.d k)
    {X : Matrix n m (PowerSeries ℂ)} (hX : S.IsWaveOperator X) (i j : m) :
    order 2 (S.effective X) i j = ∑ k, S.V12 i k * S.V21 k j / (S.a j - S.d k) := by
  have e : S.effective X i j = diagonal (fun i => PowerSeries.C (S.a i)) i j
      + τ * (const S.V11 i j + (const S.V12 * X) i j) := by
    simp only [Model.effective, Matrix.smul_mul, Matrix.add_apply, Matrix.smul_apply,
      smul_eq_mul]
    ring
  have hd : PowerSeries.coeff (1 + 1) (diagonal (fun i => PowerSeries.C (S.a i)) i j) = 0 := by
    rw [Matrix.diagonal_apply]
    split_ifs <;> simp
  have hv : PowerSeries.coeff 1 (const S.V11 i j) = 0 := by
    simp [const]
  have hx : PowerSeries.coeff 1 ((const S.V12 * X) i j)
      = ∑ k, S.V12 i k * order 1 X k j := by
    simp [const, order, Matrix.mul_apply, PowerSeries.coeff_C_mul]
  change PowerSeries.coeff (1 + 1) (S.effective X i j) = _
  rw [e, map_add, PowerSeries.coeff_succ_X_mul, map_add, hd, hv, hx, zero_add, zero_add]
  refine Finset.sum_congr rfl fun k _ => ?_
  rw [(low_orders S h hX).2 k j, mul_div_assoc]

/-- If a model state `i` and an outer state `k` are degenerate and `V21 k i` is nonzero, no series
with vanishing zeroth order solves the Bloch equation. -/
theorem no_waveOperator_of_degenerate (S : Model m n) {i : m} {k : n} (hd : S.a i = S.d k)
    (hV : S.V21 k i ≠ 0) {X : Matrix n m (PowerSeries ℂ)} (h0 : order 0 X = 0) :
    ¬ S.IsWaveOperator X := by
  intro hX
  have h1 := ((isWaveOperator_iff S X).mp hX k i).2 0
  rw [hd, sub_self, zero_mul] at h1
  apply hV
  simpa [Model.source, h0] using h1.symm

end

end QuasiDegenerateSeries
```

```lean
#print axioms QuasiDegenerateSeries.existsUnique_waveOperator
#print axioms QuasiDegenerateSeries.isWaveOperator_iff_invariant
#print axioms QuasiDegenerateSeries.effective_second_order
#print axioms QuasiDegenerateSeries.no_waveOperator_of_degenerate
```

```
'QuasiDegenerateSeries.existsUnique_waveOperator' depends on axioms: [propext, Classical.choice, Quot.sound]
'QuasiDegenerateSeries.isWaveOperator_iff_invariant' depends on axioms: [propext, Classical.choice, Quot.sound]
'QuasiDegenerateSeries.effective_second_order' depends on axioms: [propext, Classical.choice, Quot.sound]
'QuasiDegenerateSeries.no_waveOperator_of_degenerate' depends on axioms: [propext, Classical.choice, Quot.sound]
```

## Exact coefficients, with convergence left open

The theorems fix every coefficient for finite model and outer spaces, with a zeroth-order Hamiltonian that is diagonal in the chosen basis. The blocks may be any complex matrices, and Hermiticity is not assumed.

The series is formal: nothing is established about its convergence at a physical value of $t$, or about truncation and rounding errors. The hypothesis $a_i\neq d_k$ excludes only exact coincidences: model and outer energies may interleave, and no minimum separation is required. An outer state almost degenerate with a model state is therefore allowed, and can make the coefficients very large.

At exact degeneracy, `no_waveOperator_of_degenerate` shows that if $a_i=d_k$ and $V_{21}(k,i)\neq0$ for some pair, no solution has $X_0=0$. Solutions with nonzero $X_0$ may remain: for one state in each space with equal energies, $V_{11}=V_{22}=0$ and $V_{12}=V_{21}=1$, both $X=1$ and $X=-1$ satisfy the equation. A coupled degenerate state thus calls for a different partitioning if the series is to start from the unperturbed model space.
